# The Dyson equations X = P + PvX and W = v + vPW give W = v + vXv when 1 − vP is invertible

Let v, P, X and W be elements of a ring, not necessarily commutative, that satisfy

X = P + PvX
W = v + vPW

If ε = 1 − vP is invertible, then

ε⁻¹ = 1 + vX
W = v + vXv

Here v is the bare interaction, P the polarisation, X the density response, W the screened interaction and ε the dielectric element. For finite matrices, a solution X already makes ε invertible. For real symmetric matrices with v ≥ 0 and P ≤ 0 as quadratic forms, W lies between 0 and v.

## Total and external potential

A weak external potential φ induces a density change δn, taken here to first order in φ. This density produces a potential of its own, which adds to the external one and gives the total potential φ_tot = φ + v δn. The polarisation P gives the response to the total potential, and X gives the response to the external one:

δn = P φ_tot = X φ

Inserting φ_tot = φ + vXφ into the first form gives X = P + PvX. The total potential is (1 + vX)φ, and it also satisfies (1 − vP)φ_tot = φ. This is why 1 + vX should be the inverse of ε. In a finite basis, a singular ε means that some nonzero total potential can sustain itself with no external potential. Invertibility excludes this.

In the random phase approximation (RPA), P is the polarisation of independent particles. The algebra doesn't use that choice: P is arbitrary here, and nothing is said about how good the approximation is.

Methods such as GW build W from a polarisation. In a finite basis and at a fixed frequency, the identities relate the matrices that occur there, provided that they satisfy the two Dyson equations.

## The inverse and the screened interaction

Expand the product, keeping the order of the factors:

ε(1 + vX) = 1 + vX − vP − vPvX = 1 + v(X − P − PvX) = 1

Multiplying by ε⁻¹ from the left gives 1 + vX = ε⁻¹. The equation for W says that

εW = W − vPW = v

and therefore

W = ε⁻¹v = (1 + vX)v = v + vXv

The response is also unique, since X = P(1 + vX) = Pε⁻¹. Conversely, this element is a solution, because 1 = ε + vP:

Pε⁻¹ = P(ε + vP)ε⁻¹ = P + Pv(Pε⁻¹)

## When the dielectric element is invertible

In a general ring, a right inverse need not be a left inverse. The left inverse comes from the mirrored equation X = P + XvP:

(1 + vX)ε = 1 + v(X − P − XvP) = 1

So ε is invertible if one X solves both forms. If ε is invertible, X = Pε⁻¹ does solve both; for the mirrored form,

Pε⁻¹ = Pε⁻¹(ε + vP) = P + (Pε⁻¹)vP

For square matrices over a commutative ring, a right inverse is automatically two-sided, and the equation X = P + PvX is enough.

## Bounds on the screened energy when v ≥ 0 and P ≤ 0

Now let v and P be real symmetric matrices with x·vx ≥ 0 and x·Px ≤ 0 for every x. The first condition says that no charge distribution has negative bare self-energy. The second says that density moves away from where a static potential is raised, in the sense that δn·φ_tot ≤ 0. It is an assumption about P, which the Dyson equations don't imply.

Transposing the response equation gives Xᵀ = P + XᵀvP, that is, Xᵀε = P. Hence

Xᵀ = Xᵀε(1 + vX) = P(1 + vX) = X

and W = v + vXv is symmetric too. With P(1 + vX) = X,

(1 + vX)ᵀP(1 + vX) = (1 + Xv)X = X + XvX

Evaluated at y, with a = (1 + vX)y, this reads

y·Xy = a·Pa − (Xy)·v(Xy) ≤ 0

Next, PW = P(1 + vX)v = Xv, so

(1 + Xv)ᵀv(1 + Xv) = W(1 + Xv) = W + WPW

With b = (1 + Xv)x, this gives the lower bound

x·Wx = b·vb − (Wx)·P(Wx) ≥ 0

The upper bound follows from the sign of X:

x·Wx = x·vx + (vx)·X(vx) ≤ x·vx

## How the Lean statements express this

The ring is `R`, with no commutativity assumed. `dielectric v P` is 1 − vP. The predicates `IsResponse v P X` and `IsScreened v P W` state the two Dyson equations; they are assumptions about given elements, not constructions of them.

In `rpa_screening`, invertibility is carried by a unit `ε : Rˣ`, which comes with a two-sided inverse. The hypothesis `hε` identifies it with the dielectric element, and `↑ε⁻¹` is its inverse seen as an element of the ring. `isResponse_iff` gives the unique solution X = Pε⁻¹, and `isUnit_dielectric_iff` the criterion with both forms of the response equation.

`matrix_screening` concerns square matrices with a finite index type `n` and entries in a commutative ring `K`. Complex matrices at one frequency are included. It assumes both Dyson equations and concludes that the dielectric matrix is a unit and that W = v + vXv.

`screened_energy_bounds` is restricted to real symmetric matrices. The expression `x ⬝ᵥ v *ᵥ x` is the sum of xᵢvᵢⱼxⱼ over i and j, which is twice the usual electrostatic energy; the factor doesn't affect the inequalities. Frequency-dependent complex matrices are not covered by these bounds, and neither are operators on an infinite-dimensional space.

`rpa_screening_witness` gives a two-site example in which v and P don't commute. The polarisation acts on the first site only, and screening lowers the interaction there from 2 to 2/3. A uniform potential changes the total charge in this example, so it models a site that exchanges electrons with a reservoir, not a closed system with a fixed number of electrons.

## Response and screening as definitions

A different model would define X as Pε⁻¹ and W as ε⁻¹v for a given unit ε. The Dyson equations would then be theorems, and existence would be built in. Applying the results to an X or W obtained in some other way would require a uniqueness argument first. The matrix result would also lose its present form, since invertibility would be needed to define X and could not be deduced from it. With predicates, the theorems apply to any solution, however it was found.

## The file

```lean
import Mathlib

open Matrix

namespace RPAScreening

section Ring

variable {R : Type*} [Ring R]

/-- The dielectric element `1 - vP` of a bare interaction `v` and a polarisation `P`. -/
def dielectric (v P : R) : R := 1 - v * P

/-- The Dyson equation `X = P + PvX` for the density response `X`. -/
def IsResponse (v P X : R) : Prop := X = P + P * v * X

/-- The Dyson equation `W = v + vPW` for the screened interaction `W`. -/
def IsScreened (v P W : R) : Prop := W = v + v * P * W

/-- A solution `X` of the response equation makes `1 + vX` a right inverse of the
dielectric element. -/
theorem dielectric_mul_one_add {v P X : R} (hX : IsResponse v P X) :
    dielectric v P * (1 + v * X) = 1 := by
  have h : X = P + P * v * X := hX
  calc dielectric v P * (1 + v * X) = 1 + v * (X - (P + P * v * X)) := by
        unfold dielectric; noncomm_ring
    _ = 1 := by rw [← h, sub_self, mul_zero, add_zero]

/-- If the dielectric element is a unit `ε`, and `X` and `W` solve the two Dyson equations, then the
inverse of `ε` is `1 + vX` and `W = v + vXv`. -/
theorem rpa_screening {v P X W : R} (ε : Rˣ) (hε : (ε : R) = dielectric v P)
    (hX : IsResponse v P X) (hW : IsScreened v P W) :
    (↑ε⁻¹ : R) = 1 + v * X ∧ W = v + v * X * v := by
  have h1 : (ε : R) * (1 + v * X) = 1 := by
    rw [hε]; exact dielectric_mul_one_add hX
  have hinv : (↑ε⁻¹ : R) = 1 + v * X := by
    calc (↑ε⁻¹ : R) = ↑ε⁻¹ * (↑ε * (1 + v * X)) := by rw [h1, mul_one]
      _ = 1 + v * X := by rw [Units.inv_mul_cancel_left]
  -- the Dyson equation for `W` says that `ε W = v`
  have hW' : W = v + v * P * W := hW
  have h2 : (ε : R) * W = v := by
    calc (ε : R) * W = W - v * P * W := by rw [hε]; unfold dielectric; noncomm_ring
      _ = v := sub_eq_of_eq_add hW'
  refine ⟨hinv, ?_⟩
  calc W = ↑ε⁻¹ * (↑ε * W) := by rw [Units.inv_mul_cancel_left]
    _ = (1 + v * X) * v := by rw [h2, hinv]
    _ = v + v * X * v := by noncomm_ring

/-- If the dielectric element is a unit `ε`, the response equation has exactly one solution,
`X = P ε⁻¹`. -/
theorem isResponse_iff {v P X : R} (ε : Rˣ) (hε : (ε : R) = dielectric v P) :
    IsResponse v P X ↔ X = P * ↑ε⁻¹ := by
  constructor
  · intro hX
    have h1 : (ε : R) * (1 + v * X) = 1 := by
      rw [hε]; exact dielectric_mul_one_add hX
    have hinv : (↑ε⁻¹ : R) = 1 + v * X := by
      calc (↑ε⁻¹ : R) = ↑ε⁻¹ * (↑ε * (1 + v * X)) := by rw [h1, mul_one]
        _ = 1 + v * X := by rw [Units.inv_mul_cancel_left]
    have h : X = P + P * v * X := hX
    calc X = P + P * v * X := h
      _ = P * ↑ε⁻¹ := by rw [hinv]; noncomm_ring
  · rintro rfl
    have h : dielectric v P * ↑ε⁻¹ = 1 := by rw [← hε]; exact ε.mul_inv
    change P * ↑ε⁻¹ = P + P * v * (P * ↑ε⁻¹)
    calc P * ↑ε⁻¹ = P * (dielectric v P * ↑ε⁻¹) + P * v * (P * ↑ε⁻¹) := by
          unfold dielectric; noncomm_ring
      _ = P + P * v * (P * ↑ε⁻¹) := by rw [h, mul_one]

/-- The dielectric element is invertible exactly when some `X` solves both the left and the
right form of the Dyson equation for the response. -/
theorem isUnit_dielectric_iff {v P : R} :
    IsUnit (dielectric v P) ↔ ∃ X, IsResponse v P X ∧ X = P + X * v * P := by
  constructor
  · rintro ⟨ε, hε⟩
    refine ⟨P * ↑ε⁻¹, (isResponse_iff ε hε).mpr rfl, ?_⟩
    have h : ↑ε⁻¹ * dielectric v P = 1 := by rw [← hε]; exact ε.inv_mul
    calc P * ↑ε⁻¹ = P * (↑ε⁻¹ * dielectric v P) + P * ↑ε⁻¹ * v * P := by
          unfold dielectric; noncomm_ring
      _ = P + P * ↑ε⁻¹ * v * P := by rw [h, mul_one]
  · rintro ⟨X, h1, h2⟩
    have l : (1 + v * X) * dielectric v P = 1 := by
      calc (1 + v * X) * dielectric v P = 1 + v * (X - (P + X * v * P)) := by
            unfold dielectric; noncomm_ring
        _ = 1 := by rw [← h2, sub_self, mul_zero, add_zero]
    exact ⟨⟨dielectric v P, 1 + v * X, dielectric_mul_one_add h1, l⟩, rfl⟩

end Ring

variable {n : Type*} [Fintype n] [DecidableEq n]

/-- For square matrices over a commutative ring, if `X` and `W` solve the two Dyson equations, then
the dielectric matrix is invertible and `W = v + vXv`. -/
theorem matrix_screening {K : Type*} [CommRing K] {v P X W : Matrix n n K}
    (hX : IsResponse v P X) (hW : IsScreened v P W) :
    IsUnit (dielectric v P) ∧ W = v + v * X * v := by
  have r := dielectric_mul_one_add hX
  have l : (1 + v * X) * dielectric v P = 1 := mul_eq_one_comm.mp r
  exact ⟨⟨⟨_, _, r, l⟩, rfl⟩, (rpa_screening ⟨_, _, r, l⟩ rfl hX hW).2⟩

omit [DecidableEq n] in
/-- The quadratic form of `AᵀBA` at `x` is that of `B` at `Ax`. -/
theorem form_congr (A B : Matrix n n ℝ) (x : n → ℝ) :
    x ⬝ᵥ (Aᵀ * B * A) *ᵥ x = (A *ᵥ x) ⬝ᵥ B *ᵥ (A *ᵥ x) := by
  rw [← Matrix.mulVec_mulVec, ← Matrix.mulVec_mulVec, Matrix.dotProduct_mulVec x Aᵀ,
    Matrix.vecMul_transpose]

/-- Let `v` and `P` be real symmetric matrices with `v ≥ 0` and `P ≤ 0` as quadratic forms. If `X`
and `W` solve the two Dyson equations, the quadratic form of `W` at any `x` lies between zero and
that of `v`. -/
theorem screened_energy_bounds {v P X W : Matrix n n ℝ} (hv : vᵀ = v) (hP : Pᵀ = P)
    (hv0 : ∀ x, 0 ≤ x ⬝ᵥ v *ᵥ x) (hP0 : ∀ x, x ⬝ᵥ P *ᵥ x ≤ 0)
    (hX : IsResponse v P X) (hW : IsScreened v P W) (x : n → ℝ) :
    0 ≤ x ⬝ᵥ W *ᵥ x ∧ x ⬝ᵥ W *ᵥ x ≤ x ⬝ᵥ v *ᵥ x := by
  have hWf := (matrix_screening hX hW).2
  have hX' : X = P + P * v * X := hX
  have hPA : P * (1 + v * X) = X := by
    calc P * (1 + v * X) = P + P * v * X := by noncomm_ring
      _ = X := hX'.symm
  -- the response matrix is symmetric
  have hXt : Xᵀ = P + Xᵀ * v * P := by
    have h := congrArg Matrix.transpose hX'
    rwa [Matrix.transpose_add, Matrix.transpose_mul, Matrix.transpose_mul, hv, hP,
      ← Matrix.mul_assoc] at h
  have hXD : Xᵀ * dielectric v P = P := by
    calc Xᵀ * dielectric v P = Xᵀ - Xᵀ * v * P := by unfold dielectric; noncomm_ring
      _ = P := sub_eq_of_eq_add hXt
  have hXs : Xᵀ = X := by
    calc Xᵀ = Xᵀ * (dielectric v P * (1 + v * X)) := by
          rw [dielectric_mul_one_add hX, mul_one]
      _ = X := by rw [← mul_assoc, hXD, hPA]
  have hWs : Wᵀ = W := by
    rw [hWf, Matrix.transpose_add, Matrix.transpose_mul, Matrix.transpose_mul, hv, hXs,
      Matrix.mul_assoc]
  have hA : (1 + v * X)ᵀ = 1 + X * v := by
    rw [Matrix.transpose_add, Matrix.transpose_one, Matrix.transpose_mul, hv, hXs]
  have hB : (1 + X * v)ᵀ = 1 + v * X := by rw [← hA, Matrix.transpose_transpose]
  have split : ∀ (A B M C D : Matrix n n ℝ), Aᵀ * B * A = M + Cᵀ * D * C → ∀ y : n → ℝ,
      (A *ᵥ y) ⬝ᵥ B *ᵥ (A *ᵥ y) = y ⬝ᵥ M *ᵥ y + (C *ᵥ y) ⬝ᵥ D *ᵥ (C *ᵥ y) := by
    intro A B M C D h y
    rw [← form_congr A B y, ← form_congr C D y, h, Matrix.add_mulVec, dotProduct_add]
  -- the response is negative semidefinite
  have key1 : (1 + v * X)ᵀ * P * (1 + v * X) = X + Xᵀ * v * X := by
    rw [Matrix.mul_assoc, hPA, hA, hXs]; noncomm_ring
  have hX0 : ∀ y, y ⬝ᵥ X *ᵥ y ≤ 0 := fun y => by
    linarith [split _ _ _ _ _ key1 y, hP0 ((1 + v * X) *ᵥ y), hv0 (X *ᵥ y)]
  -- the screened interaction is positive semidefinite
  have hPW : P * W = X * v := by
    calc P * W = (P * (1 + v * X)) * v := by rw [hWf]; noncomm_ring
      _ = X * v := by rw [hPA]
  have key2 : (1 + X * v)ᵀ * v * (1 + X * v) = W + Wᵀ * P * W := by
    rw [hB, hWs, Matrix.mul_assoc W P W, hPW, hWf]; noncomm_ring
  have e : x ⬝ᵥ W *ᵥ x = x ⬝ᵥ v *ᵥ x + (v *ᵥ x) ⬝ᵥ X *ᵥ (v *ᵥ x) := by
    rw [← form_congr v X x, hv, ← dotProduct_add, ← Matrix.add_mulVec, ← hWf]
  constructor
  · linarith [split _ _ _ _ _ key2 x, hv0 ((1 + X * v) *ᵥ x), hP0 (W *ᵥ x)]
  · linarith [hX0 (v *ᵥ x)]

/-- A bare interaction between two sites. -/
def siteV : Matrix (Fin 2) (Fin 2) ℝ := !![2, 1; 1, 2]

/-- A polarisation located on the first of two sites. -/
def siteP : Matrix (Fin 2) (Fin 2) ℝ := !![-1, 0; 0, 0]

/-- The two-site matrices do not commute, their dielectric matrix is invertible, and the given
response and screened interaction solve the Dyson equations. -/
theorem rpa_screening_witness :
    siteV * siteP ≠ siteP * siteV ∧ IsUnit (dielectric siteV siteP) ∧
    IsResponse siteV siteP !![-1/3, 0; 0, 0] ∧
    IsScreened siteV siteP !![2/3, 1/3; 1/3, 5/3] := by
  have hX : IsResponse siteV siteP !![-1/3, 0; 0, 0] := by
    unfold IsResponse
    ext i j
    fin_cases i <;> fin_cases j <;>
      norm_num [siteV, siteP, Matrix.mul_apply, Fin.sum_univ_two]
  have hW : IsScreened siteV siteP !![2/3, 1/3; 1/3, 5/3] := by
    unfold IsScreened
    ext i j
    fin_cases i <;> fin_cases j <;>
      norm_num [siteV, siteP, Matrix.mul_apply, Fin.sum_univ_two]
  refine ⟨fun h => ?_, (matrix_screening hX hW).1, hX, hW⟩
  have h01 := congrFun (congrFun h 0) 1
  norm_num [siteV, siteP, Matrix.mul_apply, Fin.sum_univ_two] at h01

end RPAScreening
```

```lean
#print axioms RPAScreening.isUnit_dielectric_iff
#print axioms RPAScreening.screened_energy_bounds
```

```
'RPAScreening.isUnit_dielectric_iff' depends on axioms: [propext]
'RPAScreening.screened_energy_bounds' depends on axioms: [propext, Classical.choice, Quot.sound]
```

## How the proofs follow the algebra

`dielectric_mul_one_add` is the expansion of ε(1 + vX). The tactic `noncomm_ring` rearranges the product without exchanging factors, and the response equation then makes the bracket vanish.

In `rpa_screening`, `h1` restates this product for the unit, and `Units.inv_mul_cancel_left` cancels ε to give `hinv`. The step `h2` is εW = v, and the last `calc` block multiplies by the inverse and expands. `isResponse_iff` uses the same inverse in one direction and inserts ε ε⁻¹ = 1 in the other. In `isUnit_dielectric_iff`, the mirrored equation supplies the left inverse `l`, and the two products together form the unit.

`matrix_screening` obtains the left inverse from `mul_eq_one_comm`, the fact that one-sided inverses of square matrices are two-sided. Only the response equation enters at this point. The formula for W then comes from `rpa_screening`.

For the energy bounds, `form_congr` says that the form of AᵀBA at x is the form of B at Ax. The steps `hXt`, `hXD` and `hXs` establish the symmetry of X, and `hWs` that of W. The two congruence identities are `key1` and `key2`. The auxiliary statement `split` turns each of them into an equation between numbers, to which `linarith` adds the sign conditions on v and P. The equation `e` expresses the screened energy as the bare energy plus the contribution of X, which `hX0` shows to be nonpositive.

The two-site example is checked entry by entry with `norm_num`. Its invertibility comes from `matrix_screening`, and the two products vP and Pv are told apart by their entry in row 0, column 1, which is 0 in the first and −1 in the second.
